# Rescaled positive proatoms reproduce any positive atomic populations with the correct total on a finite grid

Take a molecular density and finitely many proatom densities, all strictly positive on a nonempty finite grid. Any positive target populations that add up to the total number of electrons are then the stockholder populations of suitably rescaled proatoms. The positive scale factors are unique up to one common factor.

## Dividing a density among atoms

A stockholder partition gives each atom a share of the molecular density at every point, in proportion to what its proatom contributes to a reference density, the promolecule. Hirshfeld's scheme uses fixed free-atom densities as proatoms. Here their shapes stay fixed but their amplitudes may vary, and the question is which atomic populations can be reached.

Let $r_A(x)>0$ be the proatom of atom $A$ at grid point $x$, and $c_A>0$ its scale factor. With $\rho(x)>0$ the number of electrons assigned to $x$, the promolecule and the population of atom $A$ are

$$P_c(x)=\sum_B c_B r_B(x),\qquad n_A(c)=\sum_x \rho(x)\,\frac{c_A r_A(x)}{P_c(x)} .$$

On a quadrature grid $\rho(x)$ includes the integration weight, which is therefore assumed positive too, whereas textbooks use $\rho$ for the density per volume.

For electronic-structure calculations this means that, on such a grid and with free amplitudes, the total is the only equation that the density imposes on positive stockholder populations.

## What the theorem says

In `stockholder_targets`, the finite types `ι` and `X` are the atoms and the grid points. The functions `ρ`, `r` and `N` are the density, the proatoms and the targets $N_A$. The hypotheses `hρ`, `hr` and `hN0` make them positive, and `hN` says $\sum_A N_A=\sum_x\rho(x)$, which is conservation of electrons.

The conclusion provides positive factors `c` with `population ρ r c A = N A` for every atom. It adds that another positive family `d` has these populations exactly when `d A = k * c A` for all atoms, with one `k > 0`.

Targets are real numbers, so fractional populations are allowed. The hypotheses leave open the passage from grid sums to integrals over space.

## Existence from a maximum

Define the score

$$L(c)=\sum_A N_A\ln c_A-\sum_x\rho(x)\ln P_c(x).$$

Since $P_{kc}=kP_c$, a common factor $k>0$ changes $L$ by $\left(\sum_A N_A-\sum_x\rho(x)\right)\ln k=0$. It is therefore enough to consider factors with $\sum_A c_A=1$.

The exponential of the score,

$$e^{L(c)}=\frac{\prod_A c_A^{N_A}}{\prod_x P_c(x)^{\rho(x)}},$$

extends continuously to $c_A\ge 0$, $\sum_A c_A=1$: some factor is positive there, so $P_c(x)>0$ everywhere. This set is compact, so a maximum exists. The expression is zero if any $c_A$ vanishes and positive for equal factors, so the maximiser has all $c_A>0$. By scale invariance it maximises $L$ over all positive factors. Hence

$$0=\frac{\partial L}{\partial c_A}=\frac{N_A}{c_A}-\sum_x\rho(x)\frac{r_A(x)}{P_c(x)},$$

and multiplication by $c_A$ gives $n_A(c)=N_A$.

## Uniqueness from the largest ratio

Let positive factors $c$ and $d$ give equal populations, and let $k=d_A/c_A$ be the largest of the ratios $d_B/c_B$. Then $d_B\le k c_B$ for all $B$. If one inequality is strict, $P_d(x)<kP_c(x)$ at every point, so

$$\frac{d_A r_A(x)}{P_d(x)}=\frac{k c_A r_A(x)}{P_d(x)}>\frac{c_A r_A(x)}{P_c(x)} .$$

Multiplying by $\rho(x)$ and summing gives $n_A(d)>n_A(c)$, a contradiction. Thus $d=kc$. Conversely, a common factor cancels from every share.

## Two atoms on two points

Let $\rho=(3,3)$, $r_1=(1,1)$ and $r_2=(1,4)$. Unscaled proatoms give populations $1.5+0.6=2.1$ and $3.9$. For targets $(3,3)$, set $c=(t,1)$:

$$\frac{3t}{t+1}+\frac{3t}{t+4}=3\;\Longrightarrow\; t^2=4\;\Longrightarrow\; t=2 .$$

The atomic densities are $(2,1)$ and $(1,2)$.

To look for the factors numerically, one can evaluate the populations on the grid, replace each $c_A$ by $c_A N_A/n_A(c)$, and repeat. A family of positive factors is stationary under this update exactly when it meets the targets. Here the first update gives $c_1/c_2=3.9/2.1\approx1.86$ and raises the first population from $2.1$ to about $2.90$. Convergence in general is a separate question.

## The Lean file

```lean
import Mathlib

namespace StockholderTargets

noncomputable section

variable {ι X : Type*} [Fintype ι] [Fintype X]

/-- The promolecule density at the point `x`, built from proatoms `r A` rescaled by `c A`. -/
def promolecule (r : ι → X → ℝ) (c : ι → ℝ) (x : X) : ℝ := ∑ B, c B * r B x

/-- The stockholder density of atom `A`: the molecular density times the atom's share of the
promolecule, for a promolecule that does not vanish at `x`. -/
def atomDensity (ρ : X → ℝ) (r : ι → X → ℝ) (c : ι → ℝ) (A : ι) (x : X) : ℝ :=
  ρ x * (c A * r A x / promolecule r c x)

/-- The stockholder population of atom `A`: its density summed over the grid, for a promolecule
that vanishes nowhere. -/
def population (ρ : X → ℝ) (r : ι → X → ℝ) (c : ι → ℝ) (A : ι) : ℝ :=
  ∑ x, atomDensity ρ r c A x

/-- The score of positive factors `c` for target populations `N`, with a positive promolecule. -/
def score (ρ : X → ℝ) (r : ι → X → ℝ) (N c : ι → ℝ) : ℝ :=
  ∑ A, N A * Real.log (c A) - ∑ x, ρ x * Real.log (promolecule r c x)

variable {ρ : X → ℝ} {r : ι → X → ℝ} {N c d : ι → ℝ}

omit [Fintype X] in
/-- With positive proatoms and non-negative factors, not all zero, the promolecule is positive. -/
theorem promolecule_pos (hr : ∀ A x, 0 < r A x) (hc : ∀ A, 0 ≤ c A) (h : ∃ A, 0 < c A)
    (x : X) : 0 < promolecule r c x := by
  obtain ⟨A, hA⟩ := h
  exact Finset.sum_pos' (fun B _ => mul_nonneg (hc B) (hr B x).le)
    ⟨A, Finset.mem_univ A, mul_pos hA (hr A x)⟩

omit [Fintype X] in
/-- A common factor on all proatoms multiplies the promolecule by that factor. -/
theorem promolecule_scale (k : ℝ) (x : X) :
    promolecule r (fun A => k * c A) x = k * promolecule r c x := by
  unfold promolecule
  rw [Finset.mul_sum]
  exact Finset.sum_congr rfl fun A _ => by ring

/-- If the targets sum to the total density, a common positive factor leaves the score of
positive factors with a positive promolecule unchanged. -/
theorem score_scale (hN : ∑ A, N A = ∑ x, ρ x) {k : ℝ} (hk : 0 < k) (hc : ∀ A, 0 < c A)
    (hP : ∀ x, 0 < promolecule r c x) :
    score ρ r N (fun A => k * c A) = score ρ r N c := by
  have h1 : ∑ A, N A * Real.log (k * c A)
      = (∑ A, N A) * Real.log k + ∑ A, N A * Real.log (c A) := by
    rw [Finset.sum_mul, ← Finset.sum_add_distrib]
    refine Finset.sum_congr rfl fun A _ => ?_
    rw [Real.log_mul hk.ne' (hc A).ne']
    ring
  have h2 : ∑ x, ρ x * Real.log (k * promolecule r c x)
      = (∑ x, ρ x) * Real.log k + ∑ x, ρ x * Real.log (promolecule r c x) := by
    rw [Finset.sum_mul, ← Finset.sum_add_distrib]
    refine Finset.sum_congr rfl fun x _ => ?_
    rw [Real.log_mul hk.ne' (hP x).ne']
    ring
  simp only [score, promolecule_scale]
  rw [h1, h2, hN]
  ring

/-- For at least one atom, positive density, proatoms and targets, and targets summing to the
total density, some positive factors maximise the score among all positive factors. -/
theorem exists_maximiser [Nonempty ι] (hρ : ∀ x, 0 < ρ x) (hr : ∀ A x, 0 < r A x)
    (hN0 : ∀ A, 0 < N A) (hN : ∑ A, N A = ∑ x, ρ x) :
    ∃ c : ι → ℝ, (∀ A, 0 < c A) ∧
      ∀ d : ι → ℝ, (∀ A, 0 < d A) → score ρ r N d ≤ score ρ r N c := by
  -- the exponential of the score is continuous up to the boundary of the simplex
  let F : (ι → ℝ) → ℝ := fun c => (∏ A, c A ^ N A) / ∏ x, promolecule r c x ^ ρ x
  let K : Set (ι → ℝ) := Set.Icc 0 1 ∩ {c | ∑ A, c A = 1}
  have hP : ∀ d : ι → ℝ, (∀ A, 0 < d A) → ∀ x, 0 < promolecule r d x := fun d hd =>
    promolecule_pos hr (fun A => (hd A).le) ⟨Classical.arbitrary ι, hd _⟩
  have hF : ∀ d : ι → ℝ, (∀ A, 0 < d A) → F d = Real.exp (score ρ r N d) := by
    intro d hd
    have h1 : ∏ A, d A ^ N A = Real.exp (∑ A, N A * Real.log (d A)) := by
      rw [Real.exp_sum]
      exact Finset.prod_congr rfl fun A _ => by rw [Real.rpow_def_of_pos (hd A), mul_comm]
    have h2 : ∏ x, promolecule r d x ^ ρ x
        = Real.exp (∑ x, ρ x * Real.log (promolecule r d x)) := by
      rw [Real.exp_sum]
      exact Finset.prod_congr rfl fun x _ => by rw [Real.rpow_def_of_pos (hP d hd x), mul_comm]
    change (∏ A, d A ^ N A) / ∏ x, promolecule r d x ^ ρ x = _
    rw [h1, h2, score, Real.exp_sub]
  have hS : ∀ d : ι → ℝ, (∀ A, 0 < d A) → 0 < (∑ B, d B)⁻¹ := fun d hd =>
    inv_pos.mpr (Finset.sum_pos (fun A _ => hd A) Finset.univ_nonempty)
  have hnorm : ∀ d : ι → ℝ, (∀ A, 0 < d A) → (fun A => (∑ B, d B)⁻¹ * d A) ∈ K := by
    intro d hd
    have hpos : ∀ A, 0 ≤ (∑ B, d B)⁻¹ * d A := fun A => (mul_pos (hS d hd) (hd A)).le
    have hsum : ∑ A, (∑ B, d B)⁻¹ * d A = 1 := by
      rw [← Finset.mul_sum]
      exact inv_mul_cancel₀ (inv_pos.mp (hS d hd)).ne'
    refine ⟨⟨hpos, fun A => ?_⟩, hsum⟩
    have h := Finset.single_le_sum (fun B _ => hpos B) (Finset.mem_univ A)
    exact h.trans hsum.le
  have hK : IsCompact K := isCompact_Icc.inter_right
    (isClosed_eq (continuous_finsetSum _ fun A _ => continuous_apply A) continuous_const)
  have hcont : ContinuousOn F K := by
    refine ContinuousOn.div (Continuous.continuousOn ?_) (Continuous.continuousOn ?_) ?_
    · exact continuous_finsetProd _ fun A _ =>
        (continuous_apply A).rpow_const fun _ => Or.inr (hN0 A).le
    · refine continuous_finsetProd _ fun x _ =>
        Continuous.rpow_const ?_ fun _ => Or.inr (hρ x).le
      unfold promolecule
      fun_prop
    · intro c hc
      have hex : ∃ A, 0 < c A := by
        by_contra h
        simp only [not_exists, not_lt] at h
        have h0 : ∑ A, c A ≤ 0 := Finset.sum_nonpos fun A _ => h A
        have h1 : ∑ A, c A = 1 := hc.2
        linarith
      exact (Finset.prod_pos fun x _ =>
        Real.rpow_pos_of_pos (promolecule_pos hr hc.1.1 hex x) _).ne'
  obtain ⟨c, hcK, hmax⟩ := hK.exists_isMaxOn ⟨_, hnorm (fun _ => 1) fun _ => one_pos⟩ hcont
  have hle : ∀ d : ι → ℝ, (∀ A, 0 < d A) → Real.exp (score ρ r N d) ≤ F c := by
    intro d hd
    rw [← score_scale hN (hS d hd) hd (hP d hd),
      ← hF _ fun A => mul_pos (hS d hd) (hd A)]
    exact hmax (hnorm d hd)
  -- a vanishing factor would make the maximum zero
  have hc : ∀ A, 0 < c A := by
    intro A
    refine lt_of_le_of_ne (hcK.1.1 A) fun h => ?_
    have hz : c A = 0 := h.symm
    have hprod : ∏ B, c B ^ N B = 0 :=
      Finset.prod_eq_zero (Finset.mem_univ A) (by rw [hz, Real.zero_rpow (hN0 A).ne'])
    have h0 : F c = 0 := by
      change (∏ B, c B ^ N B) / _ = 0
      rw [hprod, zero_div]
    have h1 := hle (fun _ => 1) fun _ => one_pos
    rw [h0] at h1
    exact absurd h1 (not_le_of_gt (Real.exp_pos _))
  refine ⟨c, hc, fun d hd => Real.exp_le_exp.mp ?_⟩
  rw [← hF c hc]
  exact hle d hd

/-- With positive proatoms, positive factors that maximise the score among all positive factors
reproduce the target populations. -/
theorem population_of_maximiser (hr : ∀ A x, 0 < r A x) (hc : ∀ A, 0 < c A)
    (hmax : ∀ d : ι → ℝ, (∀ A, 0 < d A) → score ρ r N d ≤ score ρ r N c) (A : ι) :
    population ρ r c A = N A := by
  classical
  -- vary the factor of atom A alone
  obtain ⟨v, hv⟩ : ∃ v : ι → ℝ, v = fun B => if B = A then c A else 0 := ⟨_, rfl⟩
  have hP := promolecule_pos hr (fun B => (hc B).le) ⟨A, hc A⟩
  have hQ : ∀ x, promolecule r v x = c A * r A x := fun x => by simp [promolecule, hv]
  have hadd : ∀ (s : ℝ) (x : X), promolecule r (fun B => c B + s * v B) x
      = promolecule r c x + s * promolecule r v x := by
    intro s x
    unfold promolecule
    rw [Finset.mul_sum, ← Finset.sum_add_distrib]
    exact Finset.sum_congr rfl fun B _ => by ring
  have hlog : ∀ a b w : ℝ, 0 < a →
      HasDerivAt (fun s : ℝ => w * Real.log (a + s * b)) (w * (b / a)) 0 := by
    intro a b w ha
    have h1 : HasDerivAt (fun s : ℝ => a + s * b) b 0 :=
      (((hasDerivAt_id' (0 : ℝ)).mul_const b).const_add a).congr_deriv (one_mul b)
    have h2 : a + 0 * b ≠ 0 := by rw [zero_mul, add_zero]; exact ha.ne'
    exact ((h1.log h2).const_mul w).congr_deriv (by simp)
  have hderiv : HasDerivAt (fun s : ℝ => score ρ r N (fun B => c B + s * v B))
      (∑ B, N B * (v B / c B)
        - ∑ x, ρ x * (promolecule r v x / promolecule r c x)) 0 := by
    simp only [score, hadd]
    exact (HasDerivAt.fun_sum fun B _ => hlog (c B) (v B) (N B) (hc B)).fun_sub
      (HasDerivAt.fun_sum fun x _ => hlog _ (promolecule r v x) (ρ x) (hP x))
  have hev : ∀ᶠ s in nhds (0 : ℝ), score ρ r N (fun B => c B + s * v B)
      ≤ score ρ r N (fun B => c B + 0 * v B) := by
    have e : (fun B => c B + 0 * v B) = c := by funext B; ring
    rw [e]
    filter_upwards [Ioi_mem_nhds (show (-1 : ℝ) < 0 by norm_num)] with s hs
    have hs' : -1 < s := hs
    refine hmax _ fun B => ?_
    by_cases hB : B = A
    · have hvB : v B = c B := by simp [hv, hB]
      rw [hvB]
      nlinarith [mul_pos (show 0 < 1 + s by linarith) (hc B)]
    · have hvB : v B = 0 := by simp [hv, hB]
      rw [hvB, mul_zero, add_zero]
      exact hc B
  have hz := IsLocalMax.hasDerivAt_eq_zero hev hderiv
  have h1 : ∑ B, N B * (v B / c B) = N A := by
    rw [Finset.sum_eq_single A]
    · simp [hv, (hc A).ne']
    · intro B _ hB
      simp [hv, hB]
    · simp
  have h2 : ∑ x, ρ x * (promolecule r v x / promolecule r c x) = population ρ r c A := by
    simp only [hQ, population, atomDensity]
  linarith

/-- On a nonempty grid with positive density and proatoms, two positive families of factors with
the same stockholder populations differ by one common positive factor. -/
theorem factors_unique [Nonempty X] (hρ : ∀ x, 0 < ρ x) (hr : ∀ A x, 0 < r A x)
    (hc : ∀ A, 0 < c A) (hd : ∀ A, 0 < d A)
    (h : ∀ A, population ρ r d A = population ρ r c A) :
    ∃ k : ℝ, 0 < k ∧ ∀ A, d A = k * c A := by
  rcases isEmpty_or_nonempty ι with hι | hι
  · exact ⟨1, one_pos, fun A => isEmptyElim A⟩
  -- the atom whose factor grows most gains population unless all ratios agree
  obtain ⟨A, hA⟩ := Finite.exists_max (fun B => d B / c B)
  obtain ⟨k, hk⟩ : ∃ k, k = d A / c A := ⟨_, rfl⟩
  have hkA : d A = k * c A := by
    have := (hc A).ne'
    rw [hk]
    field_simp
  have hle : ∀ B, d B ≤ k * c B := fun B => by
    rw [hk]
    exact (div_le_iff₀ (hc B)).mp (hA B)
  refine ⟨k, by rw [hk]; exact div_pos (hd A) (hc A), fun B => ?_⟩
  by_contra hB
  have hlt : d B < k * c B := lt_of_le_of_ne (hle B) hB
  have hgain : population ρ r c A < population ρ r d A := by
    refine Finset.sum_lt_sum_of_nonempty Finset.univ_nonempty fun x _ => ?_
    have hPc := promolecule_pos hr (fun B => (hc B).le) ⟨A, hc A⟩ x
    have hPd := promolecule_pos hr (fun B => (hd B).le) ⟨A, hd A⟩ x
    have hP : promolecule r d x < k * promolecule r c x := by
      rw [← promolecule_scale]
      exact Finset.sum_lt_sum
        (fun C _ => mul_le_mul_of_nonneg_right (hle C) (hr C x).le)
        ⟨B, Finset.mem_univ B, mul_lt_mul_of_pos_right hlt (hr B x)⟩
    refine mul_lt_mul_of_pos_left ?_ (hρ x)
    rw [div_lt_div_iff₀ hPc hPd, hkA]
    nlinarith [mul_lt_mul_of_pos_left hP (mul_pos (hc A) (hr A x))]
  exact absurd (h A) hgain.ne'

omit [Fintype X] in
/-- A common nonzero factor on all proatoms leaves every stockholder density unchanged. -/
theorem atomDensity_scale {k : ℝ} (hk : k ≠ 0) (A : ι) (x : X) :
    atomDensity ρ r (fun B => k * c B) A x = atomDensity ρ r c A x := by
  simp only [atomDensity, promolecule_scale]
  rw [mul_assoc k, mul_div_mul_left _ _ hk]

/-- On a nonempty grid with positive density and proatoms, any positive targets summing to the
total density are the stockholder populations of proatoms rescaled by positive factors, and
these factors are unique up to one common positive factor. -/
theorem stockholder_targets [Nonempty X] (hρ : ∀ x, 0 < ρ x) (hr : ∀ A x, 0 < r A x)
    (hN0 : ∀ A, 0 < N A) (hN : ∑ A, N A = ∑ x, ρ x) :
    ∃ c : ι → ℝ, (∀ A, 0 < c A) ∧ (∀ A, population ρ r c A = N A) ∧
      ∀ d : ι → ℝ, (∀ A, 0 < d A) →
        ((∀ A, population ρ r d A = N A) ↔ ∃ k : ℝ, 0 < k ∧ ∀ A, d A = k * c A) := by
  -- a positive total density needs at least one atom
  have hι : Nonempty ι := by
    by_contra hne
    have := not_nonempty_iff.mp hne
    have h0 : ∑ A, N A = 0 := by simp
    have h1 : 0 < ∑ x, ρ x := Finset.sum_pos (fun x _ => hρ x) Finset.univ_nonempty
    linarith
  obtain ⟨c, hc, hmax⟩ := exists_maximiser hρ hr hN0 hN
  have hpop := population_of_maximiser hr hc hmax
  refine ⟨c, hc, hpop, fun d hd => ⟨fun h => ?_, ?_⟩⟩
  · exact factors_unique hρ hr hc hd fun A => (h A).trans (hpop A).symm
  · rintro ⟨k, hk, hdk⟩ A
    have e : d = fun B => k * c B := funext hdk
    rw [e, ← hpop A]
    exact Finset.sum_congr rfl fun x _ => atomDensity_scale hk.ne' A x

/-- On a nonempty grid with positive density and proatoms, positive rescalings with the same
stockholder populations give the same atomic densities at every point. -/
theorem populations_determine_densities [Nonempty X] (hρ : ∀ x, 0 < ρ x)
    (hr : ∀ A x, 0 < r A x) (hc : ∀ A, 0 < c A) (hd : ∀ A, 0 < d A)
    (h : ∀ A, population ρ r d A = population ρ r c A) (A : ι) (x : X) :
    atomDensity ρ r d A x = atomDensity ρ r c A x := by
  obtain ⟨k, hk, hdk⟩ := factors_unique hρ hr hc hd h
  have e : d = fun B => k * c B := funext hdk
  rw [e]
  exact atomDensity_scale hk.ne' A x

/-- With one atom per grid point, whose proatom is 1 at that point and 0 elsewhere, every positive
rescaling gives atom `A` the same population, the density at its point. -/
theorem population_without_overlap [DecidableEq X] (ρ c : X → ℝ) (hc : ∀ A, 0 < c A) (A : X) :
    population ρ (fun B x => if B = x then 1 else 0) c A = ρ A := by
  have hp : ∀ x, promolecule (fun B x : X => if B = x then (1 : ℝ) else 0) c x = c x :=
    fun x => by simp [promolecule]
  simp only [population, atomDensity, hp]
  rw [Finset.sum_eq_single A]
  · simp [(hc A).ne']
  · intro x _ hx
    simp [Ne.symm hx]
  · simp

end

end StockholderTargets
```

```lean
#print axioms StockholderTargets.stockholder_targets
#print axioms StockholderTargets.populations_determine_densities
#print axioms StockholderTargets.population_without_overlap
```

```
'StockholderTargets.stockholder_targets' depends on axioms: [propext, Classical.choice, Quot.sound]
'StockholderTargets.populations_determine_densities' depends on axioms: [propext, Classical.choice, Quot.sound]
'StockholderTargets.population_without_overlap' depends on axioms: [propext, Classical.choice, Quot.sound]
```

## From the derivation to the Lean proof

`promolecule_pos` and `score_scale` supply positivity and scale invariance. In `exists_maximiser`, `F` is the exponential of the score and `K` the set of normalised non-negative factors. `hcont` and `hK` give continuity and compactness, `hle` carries the maximum over to all positive factors, and the inner `hc` excludes vanishing ones.

`population_of_maximiser` replaces $c_A$ by $(1+s)c_A$ and differentiates at $s=0$. The derivative is $N_A-n_A(c)$, the condition above already multiplied by $c_A$, and `IsLocalMax.hasDerivAt_eq_zero` sets it to zero.

`factors_unique` picks the largest ratio with `Finite.exists_max`; `hgain` is the strict gain in population. The main theorem combines these results, with `atomDensity_scale` for the converse.

Two further theorems concern densities and overlap. By `populations_determine_densities`, positive rescalings with equal populations also give equal atomic densities at every point. In `population_without_overlap`, every grid point carries exactly one atom, whose proatom is 1 there and 0 elsewhere, and every positive rescaling leaves the population of atom `A` at `ρ A`. With two or more points, other targets are then out of reach, so non-negative, nonzero proatoms with a positive promolecule are not enough for existence.
